# Fock exchange under coordinate scaling and spin scaling

Take finitely many complex orbitals \(\varphi_i\) on \(\mathbb R^3\) and replace each by \(L^{3/2}\varphi_i(L\mathbf r)\) with \(L>0\). The density \(n(\mathbf r)\) becomes \(L^3 n(L\mathbf r)\), and the exchange energy \(E_x\), if its integrand is integrable, is multiplied by \(L\). For two spin density matrices \(g_\uparrow, g_\downarrow\) with integrable exchange integrands,

\[
E_x[g_\uparrow]+E_x[g_\downarrow]=\tfrac12\bigl(E_0[2g_\uparrow]+E_0[2g_\downarrow]\bigr),
\]

where \(E_x\) is the exchange energy of one spin channel and \(E_0[g]\) is that of a spin-unpolarized system whose total density matrix, summed over both spins, is \(g\).

Both relations serve as constraints on approximate exchange functionals of the density. Here they are proved for Fock exchange as a functional of the density matrix, with finitely many orbitals for the coordinate scaling.

```lean
import Mathlib

open MeasureTheory ComplexConjugate

namespace FockExchangeScaling

noncomputable section

/-- Three-dimensional position space. -/
abbrev Space := EuclideanSpace ℝ (Fin 3)
```

`Space` is \(\mathbb R^3\) with its Euclidean norm.

```lean
/-- The scaled orbital `L^(3/2) φ(L r)`, for `L > 0`. -/
def scaleOrbital (L : ℝ) (φ : Space → ℂ) (r : Space) : ℂ :=
  ((L ^ (3 / 2 : ℝ) : ℝ) : ℂ) * φ (L • r)
```

This is the scaled orbital. `L • r` is the vector \(L\mathbf r\), and the real prefactor \(L^{3/2}\) is converted to a complex number before multiplying.

```lean
/-- The density `n(r) = ∑ |φ_i(r)|²` of a finite family of occupied orbitals. -/
def density {ι : Type*} [Fintype ι] (φ : ι → Space → ℂ) (r : Space) : ℝ :=
  ∑ i, ‖φ i r‖ ^ 2
```

The density is \(n(\mathbf r)=\sum_i|\varphi_i(\mathbf r)|^2\). The index `i` runs over a finite type `ι`, and every listed orbital has occupation one. Orthonormality is not required.

```lean
/-- The density matrix `g(r,s) = ∑ φ_i(r) conj φ_i(s)` of the occupied orbitals. -/
def densityMatrix {ι : Type*} [Fintype ι] (φ : ι → Space → ℂ) (r s : Space) : ℂ :=
  ∑ i, φ i r * conj (φ i s)
```

The density matrix is \(g(\mathbf r,\mathbf s)=\sum_i\varphi_i(\mathbf r)\,\overline{\varphi_i(\mathbf s)}\), where `conj` is complex conjugation.

```lean
/-- The exchange integrand `|g(r,s)|² / ‖r - s‖`, meaningful for `r ≠ s`. -/
def exchangeIntegrand (g : Space → Space → ℂ) (p : Space × Space) : ℝ :=
  ‖g p.1 p.2‖ ^ 2 / ‖p.1 - p.2‖
```

A point `p` is a pair of positions, with `p.1` for \(\mathbf r\) and `p.2` for \(\mathbf s\). The integrand is \(|g(\mathbf r,\mathbf s)|^2/\|\mathbf r-\mathbf s\|\), in Hartree atomic units.

```lean
/-- The exchange integrand of `g` is integrable over pairs of positions. -/
def HasFiniteExchange (g : Space → Space → ℂ) : Prop :=
  Integrable (exchangeIntegrand g) ((volume : Measure Space).prod volume)
```

A `Prop` is a statement, here that the integrand is integrable over \(\mathbb R^3\times\mathbb R^3\). Physically, the exchange energy is finite. Gaussian orbitals satisfy this; a plane wave filling all of space does not. The theorems about the exchange energy assume this condition for the density matrices they start from.

```lean
/-- The exchange energy `Ex[g] = -(1/2) ∬ |g(r,s)|² / ‖r - s‖` of one spin channel,
for `g` with integrable exchange integrand. -/
def exchange (g : Space → Space → ℂ) : ℝ :=
  -(1 / 2) * ∫ p, exchangeIntegrand g p ∂((volume : Measure Space).prod volume)
```

For one spin channel,

\[
E_x[g]=-\frac12\iint\frac{|g(\mathbf r,\mathbf s)|^2}{\|\mathbf r-\mathbf s\|}\,d\mathbf r\,d\mathbf s .
\]

```lean
/-- The exchange energy of a spin-polarized system: the sum over the two spin channels. -/
def spinExchange (gUp gDown : Space → Space → ℂ) : ℝ :=
  exchange gUp + exchange gDown
```

Only electrons of equal spin exchange, so the two channels add.

```lean
/-- The unpolarized functional `E0[g]`: each spin channel holds half of the total
density matrix `g`. -/
def unpolarizedExchange (g : Space → Space → ℂ) : ℝ :=
  spinExchange ((1 / 2 : ℂ) • g) ((1 / 2 : ℂ) • g)
```

For an unpolarized system with total density matrix \(g\), each channel holds \(g/2\), so \(E_0[g]=E_x[g/2]+E_x[g/2]\). The formula \(E_0=E_x/2\) is derived below.

```lean
/-- For `L > 0` the square of the orbital prefactor `L^(3/2)` is `L^3`. -/
lemma prefactor_mul_self {L : ℝ} (hL : 0 < L) :
    L ^ (3 / 2 : ℝ) * L ^ (3 / 2 : ℝ) = L ^ 3 := by
  have h : (3 / 2 : ℝ) + 3 / 2 = ((3 : ℕ) : ℝ) := by norm_num
  rw [← Real.rpow_add hL, h, Real.rpow_natCast]
```

In the Lean theorems here, the hypotheses stand in brackets after the name, the first colon outside all brackets introduces the claim, and the proof follows `:=`. Here `hL` names the assumption \(L>0\), and the claim is \(L^{3/2}L^{3/2}=L^3\). The proof adds the exponents, \(\tfrac32+\tfrac32=3\), which is valid for a positive base.

```lean
/-- Scaling the orbitals with `L > 0` turns the density `n(r)` into `L^3 n(L r)`. -/
theorem density_scaled {ι : Type*} [Fintype ι] (φ : ι → Space → ℂ) {L : ℝ}
    (hL : 0 < L) (r : Space) :
    density (fun i => scaleOrbital L (φ i)) r = L ^ 3 * density φ (L • r) := by
  simp only [density, scaleOrbital, Finset.mul_sum]
  refine Finset.sum_congr rfl fun i _ => ?_
  rw [norm_mul, Complex.norm_real, Real.norm_eq_abs, mul_pow, sq_abs, pow_two (L ^ (3 / 2 : ℝ)),
    prefactor_mul_self hL]
```

By hand,

\[
\sum_i\bigl|L^{3/2}\varphi_i(L\mathbf r)\bigr|^2=L^3\sum_i|\varphi_i(L\mathbf r)|^2=L^3n(L\mathbf r).
\]

`Finset.sum_congr` reduces the equality of sums to one term, where the previous lemma supplies \(L^3\).

```lean
/-- Scaling with `L > 0` leaves the overlap integral of two orbitals unchanged. -/
theorem overlap_scaled (φ ψ : Space → ℂ) {L : ℝ} (hL : 0 < L) :
    ∫ r, conj (scaleOrbital L φ r) * scaleOrbital L ψ r = ∫ r, conj (φ r) * ψ r := by
  have hc : ((L ^ (3 / 2 : ℝ) : ℝ) : ℂ) * ((L ^ (3 / 2 : ℝ) : ℝ) : ℂ) = ((L ^ 3 : ℝ) : ℂ) := by
    rw [← Complex.ofReal_mul, prefactor_mul_self hL]
  have hf : (fun r => conj (scaleOrbital L φ r) * scaleOrbital L ψ r) =
      fun r => ((L ^ 3 : ℝ) : ℂ) * (fun x => conj (φ x) * ψ x) (L • r) := by
    funext r
    simp only [scaleOrbital, map_mul, Complex.conj_ofReal]
    linear_combination (conj (φ (L • r)) * ψ (L • r)) * hc
  have h3 : 0 < L ^ 3 := by positivity
  -- the Jacobian of `r ↦ L r` cancels the factor `L^3`
  have hs := Measure.integral_comp_smul (volume : Measure Space)
    (fun x => conj (φ x) * ψ x) L
  rw [hf, integral_const_mul, hs, finrank_euclideanSpace_fin,
    abs_of_pos (inv_pos.mpr h3), Complex.real_smul, ← mul_assoc, ← Complex.ofReal_mul,
    mul_inv_cancel₀ h3.ne', Complex.ofReal_one, one_mul]
```

For two orbitals \(\varphi,\psi\), the substitution \(\mathbf u=L\mathbf r\), \(d\mathbf r=L^{-3}d\mathbf u\), gives

\[
\int L^3\,\overline{\varphi(L\mathbf r)}\,\psi(L\mathbf r)\,d\mathbf r
=\int\overline{\varphi(\mathbf u)}\,\psi(\mathbf u)\,d\mathbf u .
\]

An orthonormal set therefore stays orthonormal. In the proof, `hf` pulls out \(L^3\), `hs` is the change of variables, and the last rewriting cancels the factors.

```lean
/-- Scaling the orbitals with `L > 0` turns `g(r,s)` into `L^3 g(L r, L s)`. -/
theorem densityMatrix_scaled {ι : Type*} [Fintype ι] (φ : ι → Space → ℂ) {L : ℝ}
    (hL : 0 < L) (r s : Space) :
    densityMatrix (fun i => scaleOrbital L (φ i)) r s =
      (L : ℂ) ^ 3 * densityMatrix φ (L • r) (L • s) := by
  have hc : ((L ^ (3 / 2 : ℝ) : ℝ) : ℂ) * ((L ^ (3 / 2 : ℝ) : ℝ) : ℂ) = (L : ℂ) ^ 3 := by
    rw [← Complex.ofReal_mul, prefactor_mul_self hL, Complex.ofReal_pow]
  simp only [densityMatrix, scaleOrbital, Finset.mul_sum, map_mul, Complex.conj_ofReal]
  refine Finset.sum_congr rfl fun i _ => ?_
  linear_combination (φ i (L • r) * conj (φ i (L • s))) * hc
```

The same prefactor appears twice in each term of the density matrix:

\[
\sum_i L^{3/2}\varphi_i(L\mathbf r)\,L^{3/2}\,\overline{\varphi_i(L\mathbf s)}=L^3g(L\mathbf r,L\mathbf s).
\]

`linear_combination` closes each term by multiplying the identity `hc` for the prefactor by the remaining orbital product.

```lean
/-- If the exchange integrand of the orbitals is integrable, then for `L > 0` that of the
scaled orbitals is integrable too, and the exchange energy is multiplied by `L`. -/
theorem exchange_scaled {ι : Type*} [Fintype ι] (φ : ι → Space → ℂ) {L : ℝ}
    (hL : 0 < L) (h : HasFiniteExchange (densityMatrix φ)) :
    HasFiniteExchange (densityMatrix fun i => scaleOrbital L (φ i)) ∧
      exchange (densityMatrix fun i => scaleOrbital L (φ i)) =
        L * exchange (densityMatrix φ) := by
  -- `L^6` comes from `|g|²` and one more `L` from the Coulomb kernel
  have hf : exchangeIntegrand (densityMatrix fun i => scaleOrbital L (φ i)) =
      fun p => L ^ 7 * exchangeIntegrand (densityMatrix φ) (L • p) := by
    funext p
    simp only [exchangeIntegrand, densityMatrix_scaled φ hL, Prod.smul_fst, Prod.smul_snd,
      ← smul_sub, norm_smul, norm_mul, norm_pow, Complex.norm_real, Real.norm_eq_abs,
      abs_of_pos hL]
    by_cases hd : ‖p.1 - p.2‖ = 0
    · rw [hd]
      simp
    · field_simp
  have hdim : Module.finrank ℝ (Space × Space) = 6 := by
    simp [Module.finrank_prod]
  have h6 : 0 < L ^ 6 := by positivity
  constructor
  · unfold HasFiniteExchange at h ⊢
    rw [hf]
    exact (h.comp_smul hL.ne').const_mul _
  · -- the six-dimensional change of variables leaves a single factor `L`
    unfold exchange
    rw [hf, integral_const_mul, Measure.integral_comp_smul, hdim,
      abs_of_pos (inv_pos.mpr h6), smul_eq_mul]
    field_simp
```

The symbol `∧` joins two conclusions: the scaled integrand is integrable, and the energy gains a factor \(L\). Write \(f(\mathbf r,\mathbf s)\) for the original integrand. Since \(\|L\mathbf r-L\mathbf s\|=L\|\mathbf r-\mathbf s\|\), the new one is

\[
\frac{|L^3g(L\mathbf r,L\mathbf s)|^2}{\|\mathbf r-\mathbf s\|}
=L^6\cdot L\,\frac{|g(L\mathbf r,L\mathbf s)|^2}{\|L\mathbf r-L\mathbf s\|}
=L^7f(L\mathbf r,L\mathbf s).
\]

Substituting \(\mathbf u=L\mathbf r\), \(\mathbf v=L\mathbf s\) contributes \(L^{-6}\), so

\[
-\frac12\iint L^7f(L\mathbf r,L\mathbf s)\,d\mathbf r\,d\mathbf s
=-\frac12L^7L^{-6}\iint f(\mathbf u,\mathbf v)\,d\mathbf u\,d\mathbf v
=L\,E_x[g].
\]

In Lean, `hf` is the \(L^7\) identity and `hdim` records the dimension six. The case split in `hf` treats \(\mathbf r=\mathbf s\) separately: Lean sets division by zero to zero, so both sides vanish there. Integrability follows because it survives rescaling the argument (`comp_smul`) and multiplication by a constant (`const_mul`).

```lean
/-- If the exchange integrand of the orbitals is integrable, the exchange energy along the
scaling path has derivative `Ex[g]` with respect to `L` at every `L > 0`. -/
theorem hasDerivAt_exchange_scaled {ι : Type*} [Fintype ι] (φ : ι → Space → ℂ) {L : ℝ}
    (hL : 0 < L) (h : HasFiniteExchange (densityMatrix φ)) :
    HasDerivAt (fun x : ℝ => exchange (densityMatrix fun i => scaleOrbital x (φ i)))
      (exchange (densityMatrix φ)) L := by
  have hlin := ((hasDerivAt_id' L).mul_const (exchange (densityMatrix φ))).congr_deriv
    (one_mul _)
  refine hlin.congr_of_eventuallyEq ?_
  filter_upwards [Ioi_mem_nhds hL] with x hx
  exact (exchange_scaled φ hx h).2
```

Along the scaling path the energy is \(x\,E_x[g]\) for every \(x>0\), a straight line with slope \(E_x[g]\). `HasDerivAt` states that the derivative exists at \(L\) and has this value. The proof differentiates the line, then transfers the result to the exchange energy, which agrees with the line at all positive \(x\) and hence near \(L\).

```lean
/-- Multiplying a density matrix with integrable exchange integrand by a number `c` keeps
the integrand integrable and multiplies the exchange energy by `|c|²`. -/
theorem exchange_smul (c : ℂ) {g : Space → Space → ℂ} (h : HasFiniteExchange g) :
    HasFiniteExchange (c • g) ∧ exchange (c • g) = ‖c‖ ^ 2 * exchange g := by
  have hf : exchangeIntegrand (c • g) = fun p => ‖c‖ ^ 2 * exchangeIntegrand g p := by
    funext p
    simp only [exchangeIntegrand, Pi.smul_apply, smul_eq_mul, norm_mul]
    ring
  constructor
  · unfold HasFiniteExchange at h ⊢
    rw [hf]
    exact h.const_mul _
  · unfold exchange
    rw [hf, integral_const_mul]
    ring
```

From here on, \(g\) may be any complex function of two positions, whether or not it comes from orbitals. For a complex number \(c\), \(|cg|^2=|c|^2|g|^2\), so the integrand stays integrable and \(E_x[cg]=|c|^2E_x[g]\). Lean proves the pointwise identity first and then takes the constant out of the integral.

```lean
/-- For a density matrix with integrable exchange integrand, the unpolarized functional is
`E0[g] = Ex[g] / 2`. -/
theorem unpolarizedExchange_eq_half {g : Space → Space → ℂ} (h : HasFiniteExchange g) :
    unpolarizedExchange g = exchange g / 2 := by
  have hn : ‖(1 / 2 : ℂ)‖ = 1 / 2 := by norm_num
  rw [unpolarizedExchange, spinExchange, (exchange_smul (1 / 2) h).2, hn]
  ring
```

With \(c=\tfrac12\),

\[
E_0[g]=2E_x[g/2]=2\cdot\tfrac14E_x[g]=\tfrac12E_x[g].
\]

The rewriting unfolds the definition of \(E_0\) and applies `exchange_smul`; `ring` does the arithmetic.

```lean
/-- Spin scaling: if both spin density matrices have integrable exchange integrands, then
`Ex[g_up] + Ex[g_down] = (E0[2 g_up] + E0[2 g_down]) / 2`. -/
theorem spin_scaling {gUp gDown : Space → Space → ℂ}
    (hUp : HasFiniteExchange gUp) (hDown : HasFiniteExchange gDown) :
    spinExchange gUp gDown =
      (unpolarizedExchange ((2 : ℂ) • gUp) + unpolarizedExchange ((2 : ℂ) • gDown)) / 2 := by
  have hn : ‖(2 : ℂ)‖ = 2 := by norm_num
  obtain ⟨fUp, eUp⟩ := exchange_smul 2 hUp
  obtain ⟨fDown, eDown⟩ := exchange_smul 2 hDown
  rw [unpolarizedExchange_eq_half fUp, unpolarizedExchange_eq_half fDown, eUp, eDown, hn,
    spinExchange]
  ring

end

end FockExchangeScaling
```

With \(c=2\), for either spin channel \(\sigma\),

\[
E_0[2g_\sigma]=\tfrac12E_x[2g_\sigma]=\tfrac12\cdot4E_x[g_\sigma]=2E_x[g_\sigma].
\]

Adding the two channels and halving gives the relation. The `obtain` lines split `exchange_smul` into its two parts: `fUp` and `fDown` give the integrability that the formula for \(E_0\) needs, while `eUp` and `eDown` give the factor four.

The smallest physical case is one spin-up electron in a normalised orbital, with \(g_\downarrow=0\). The relation becomes \(E_x[g_\uparrow]=\tfrac12E_0[2g_\uparrow]\). Moreover \(|g_\uparrow(\mathbf r,\mathbf s)|^2=n(\mathbf r)n(\mathbf s)\), so exchange is exactly minus the Hartree energy and removes the electron's repulsion with itself.

```lean
#print axioms FockExchangeScaling.density_scaled
-- 'FockExchangeScaling.density_scaled' depends on axioms: [propext, Classical.choice, Quot.sound]
#print axioms FockExchangeScaling.overlap_scaled
-- 'FockExchangeScaling.overlap_scaled' depends on axioms: [propext, Classical.choice, Quot.sound]
#print axioms FockExchangeScaling.hasDerivAt_exchange_scaled
-- 'FockExchangeScaling.hasDerivAt_exchange_scaled' depends on axioms: [propext, Classical.choice, Quot.sound]
#print axioms FockExchangeScaling.spin_scaling
-- 'FockExchangeScaling.spin_scaling' depends on axioms: [propext, Classical.choice, Quot.sound]
```
